# Two two-electron Slater determinants add up to one determinant exactly when their four orbitals are linearly dependent

When a two-electron wavefunction comes as a sum of two Slater determinants with nonzero weights, one can write the four spin orbitals as the columns of an M × 4 matrix and compute its rank. If the rank is below four, a single determinant can replace the two. If it is four, no choice of orbitals will do this.

Here M is the number of spin orbitals in an orthonormal basis. The basis is labelled by a type `n`, and an orbital is its coefficient vector, a function `n → ℂ`.

```lean
import Mathlib

open Matrix

namespace SlaterMerging

variable {n : Type*}
```

For orbitals a and b, define the antisymmetric coefficient matrix

D(a,b) = a bᵀ − b aᵀ.

This is `slater a b`. The orbitals may be non-orthogonal and of any length. If they are orthonormal, the normalised state is D(a,b)/√2. If they are proportional, D(a,b) = 0, so "a single determinant" below includes the zero matrix.

```lean
/-- The coefficient matrix `a bᵀ - b aᵀ` of the unnormalised two-electron Slater determinant
built from the spin orbitals `a` and `b`. -/
def slater (a b : n → ℂ) : Matrix n n ℂ := vecMulVec a b - vecMulVec b a
```

The entry for electron 1 in basis orbital i and electron 2 in basis orbital j is

D(a,b)ᵢⱼ = aᵢbⱼ − bᵢaⱼ.

```lean
/-- Entry `(i, j)` of the unnormalised coefficient matrix is the two-by-two determinant `a i * b j -
b i * a j`. -/
theorem slater_apply (a b : n → ℂ) (i j : n) :
    slater a b i j = a i * b j - b i * a j := by
  simp [slater, vecMulVec_apply]
```

Linear independence of a, b, c, d means that

p a + q b + r c + s d = 0

forces p = q = r = s = 0. Lean's `![a, b, c, d]` is a family and not a set, so a repeated orbital makes it dependent.

```lean
/-- Four orbitals are linearly independent exactly when only the trivial combination
of them vanishes. -/
lemma independent_four_iff (a b c d : n → ℂ) :
    LinearIndependent ℂ ![a, b, c, d] ↔
      ∀ p q r s : ℂ, p • a + q • b + r • c + s • d = 0 →
        p = 0 ∧ q = 0 ∧ r = 0 ∧ s = 0 := by
  rw [Fintype.linearIndependent_iff]
  constructor
  · intro h p q r s e
    have k := h ![p, q, r, s] (by rw [Fin.sum_univ_four]; exact e)
    exact ⟨k 0, k 1, k 2, k 3⟩
  · intro h g e
    rw [Fin.sum_univ_four] at e
    obtain ⟨h0, h1, h2, h3⟩ := h (g 0) (g 1) (g 2) (g 3) e
    intro i
    fin_cases i
    · exact h0
    · exact h1
    · exact h2
    · exact h3
```

## Dependent orbitals merge

Suppose a = βb + γc + δd. Since D is linear in each argument and D(b,b) = 0,

D(a,b) + D(c,d) = γD(c,b) + δD(d,b) + D(c,d).

Expanding the proposed single determinant gives the same matrix:

D(c − δb, d + γb) = D(c,d) + γD(c,b) − δD(b,d) = D(c,d) + γD(c,b) + δD(d,b).

Lean compares the two sides entry by entry, and `ring` does the expansion.

```lean
/-- If `a` is a combination of `b`, `c` and `d`, the sum of the two determinants is the single
determinant of the orbitals `c - δ b` and `d + γ b`. -/
theorem merge_formula (b c d : n → ℂ) (β γ δ : ℂ) :
    slater (β • b + γ • c + δ • d) b + slater c d = slater (c - δ • b) (d + γ • b) := by
  ext i j
  simp only [Matrix.add_apply, slater_apply, Pi.add_apply, Pi.sub_apply, Pi.smul_apply,
    smul_eq_mul]
  ring
```

To treat all four orbitals alike, we need to move b into the first position:

D(b,−a) = −b aᵀ + a bᵀ = D(a,b).

```lean
/-- Exchanging the two orbitals and reversing the sign of one leaves the determinant
unchanged. -/
lemma slater_turn (a b : n → ℂ) : slater a b = slater b (-a) := by
  ext i j
  simp only [slater_apply, Pi.neg_apply]
  ring
```

Now take a relation p a + q b + r c + s d = 0 with p ≠ 0. Dividing by p gives

a = −(q/p)b − (r/p)c − (s/p)d,

so β = −q/p, γ = −r/p and δ = −s/p. The merged orbitals are therefore

u = c + (s/p)b, v = d − (r/p)b.

```lean
/-- Two determinants merge when their orbitals obey a linear relation in which the first
orbital has a nonzero coefficient. -/
lemma merge_of_relation {a b c d : n → ℂ} {p q r s : ℂ} (hp : p ≠ 0)
    (e : p • a + q • b + r • c + s • d = 0) :
    ∃ u v, slater a b + slater c d = slater u v := by
  have ha : a = (-(q / p)) • b + (-(r / p)) • c + (-(s / p)) • d := by
    ext i
    have ei := congrFun e i
    simp only [Pi.add_apply, Pi.smul_apply, smul_eq_mul, Pi.zero_apply] at ei ⊢
    field_simp
    linear_combination ei
  rw [ha]
  exact ⟨_, _, merge_formula b c d _ _ _⟩
```

## A quadratic test for a single determinant

From here on the basis is finite. Write x·a = Σᵢ xᵢaᵢ, without complex conjugation; this is Lean's `⬝ᵥ`. An overlap with an orbital φ is obtained by taking x = φ*. Contracting D(a,b) with test vectors x and y gives

xᵀD(a,b)y = Σᵢⱼ xᵢ(aᵢbⱼ − bᵢaⱼ)yⱼ = (x·a)(y·b) − (x·b)(y·a).

```lean
variable [Fintype n]

/-- Contracting a determinant with two test vectors gives the two-by-two determinant of
their pairings with the orbitals. -/
lemma slater_pairing (a b x y : n → ℂ) :
    x ⬝ᵥ (slater a b *ᵥ y) = (x ⬝ᵥ a) * (y ⬝ᵥ b) - (x ⬝ᵥ b) * (y ⬝ᵥ a) := by
  simp only [dotProduct, mulVec]
  rw [Finset.sum_mul_sum, Finset.sum_mul_sum, ← Finset.sum_sub_distrib]
  refine Finset.sum_congr rfl fun i _ => ?_
  rw [Finset.mul_sum, ← Finset.sum_sub_distrib]
  refine Finset.sum_congr rfl fun j _ => ?_
  rw [slater_apply]
  ring
```

For a single determinant D(u,v), write [xy] = xᵀD(u,v)y. Let X = x·u and X′ = x·v, and likewise for y, z and w. Then [xy] = XY′ − X′Y, and

[xy][zw] = XY′ZW′ − XY′Z′W − X′YZW′ + X′YZ′W
−[xz][yw] = −XYZ′W′ + XY′Z′W + X′YZW′ − X′Y′ZW
[xw][yz] = XYZ′W′ − XY′ZW′ − X′YZ′W + X′Y′ZW.

The twelve terms cancel in pairs, which leaves the Plücker relation

[xy][zw] − [xz][yw] + [xw][yz] = 0.

```lean
/-- The Plücker relation: the contractions of a single determinant with any four test
vectors satisfy a quadratic identity. -/
theorem slater_pluecker (u v x y z w : n → ℂ) :
    (x ⬝ᵥ (slater u v *ᵥ y)) * (z ⬝ᵥ (slater u v *ᵥ w))
      - (x ⬝ᵥ (slater u v *ᵥ z)) * (y ⬝ᵥ (slater u v *ᵥ w))
      + (x ⬝ᵥ (slater u v *ᵥ w)) * (y ⬝ᵥ (slater u v *ᵥ z)) = 0 := by
  simp only [slater_pairing]
  ring
```

To use this relation against a sum of determinants, we need test vectors that single out each orbital. Let v₀, v₁, v₂, v₃ be independent. The map t ↦ Σⱼ tⱼvⱼ from ℂ⁴ to ℂᴹ is then injective and has a linear left inverse g, so g(vⱼ) is the vector of ℂ⁴ with entry 1 at position j and 0 elsewhere. Component i of g is a linear functional on ℂᴹ. Let xᵢ be its coefficient vector, whose entry m is g(eₘ)ᵢ, where eₘ is the basis orbital m in ℂᴹ. Then

xᵢ·vⱼ = g(vⱼ)ᵢ = δᵢⱼ.

```lean
/-- Four linearly independent orbitals possess a family of dual vectors. -/
lemma exists_dual {v : Fin 4 → n → ℂ} (hv : LinearIndependent ℂ v) :
    ∃ x : Fin 4 → n → ℂ, ∀ i j, x i ⬝ᵥ v j = if i = j then 1 else 0 := by
  classical
  have hk : LinearMap.ker (Fintype.linearCombination ℂ v) = ⊥ :=
    LinearMap.ker_eq_bot'.2 fun m hm => funext (Fintype.linearIndependent_iff.1 hv m
      (by simpa [Fintype.linearCombination_apply] using hm))
  -- a left inverse of the combination map reads off the coefficients
  obtain ⟨g, hg⟩ := LinearMap.exists_leftInverse_of_injective _ hk
  have hgj : ∀ j, g (v j) = Pi.single j 1 := fun j => by
    simpa [Fintype.linearCombination_apply_single] using
      LinearMap.congr_fun hg (Pi.single j 1)
  refine ⟨fun i m => g (fun k => if m = k then 1 else 0) i, fun i j => ?_⟩
  have e := congrFun (LinearMap.pi_apply_eq_sum_univ g (v j)) i
  rw [hgj, Finset.sum_apply] at e
  simp only [Pi.smul_apply, smul_eq_mul] at e
  rw [dotProduct_comm]
  exact e.symm.trans (by simp [Pi.single_apply])
```

## The criterion

Let S = D(a,b) + D(c,d), and suppose first that a, b, c, d are independent, with dual vectors x₀, x₁, x₂, x₃. The pairing formula gives

x₀ᵀSx₁ = 1, x₂ᵀSx₃ = 1,
x₀ᵀSx₂ = x₁ᵀSx₃ = x₀ᵀSx₃ = x₁ᵀSx₂ = 0.

The Plücker expression of S is therefore 1·1 − 0·0 + 0·0 = 1. If S were equal to D(u,v), it would be 0, a contradiction.

Conversely, let p a + q b + r c + s d = 0 with some coefficient nonzero. The case p ≠ 0 is done. The others reduce to it by rewriting S:

q ≠ 0: S = D(b,−a) + D(c,d)
r ≠ 0: S = D(c,d) + D(a,b)
s ≠ 0: S = D(d,−c) + D(a,b).

Lean argues by contraposition: if no merger exists, each coefficient must vanish. The case of p uses the relation as it stands. In the other three, `e'` is the relation reordered to match the rewritten S, with p a written as (−p)(−a) for q and r c as (−r)(−c) for s.

```lean
/-- The sum of two two-electron Slater determinants is a single determinant if and only if
their four orbitals are linearly dependent. -/
theorem merge_iff (a b c d : n → ℂ) :
    (∃ u v, slater a b + slater c d = slater u v) ↔
      ¬ LinearIndependent ℂ ![a, b, c, d] := by
  constructor
  · rintro ⟨u, v, h⟩ hind
    obtain ⟨x, hx⟩ := exists_dual hind
    have ha : ∀ i, x i ⬝ᵥ a = if i = 0 then 1 else 0 := fun i => hx i 0
    have hb : ∀ i, x i ⬝ᵥ b = if i = 1 then 1 else 0 := fun i => hx i 1
    have hc : ∀ i, x i ⬝ᵥ c = if i = 2 then 1 else 0 := fun i => hx i 2
    have hd : ∀ i, x i ⬝ᵥ d = if i = 3 then 1 else 0 := fun i => hx i 3
    -- on the dual vectors the Plücker expression equals one
    have P := slater_pluecker u v (x 0) (x 1) (x 2) (x 3)
    rw [← h] at P
    simp only [Matrix.add_mulVec, dotProduct_add, slater_pairing] at P
    simp [ha, hb, hc, hd] at P
  · intro h
    by_contra hno
    apply h
    rw [independent_four_iff]
    intro p q r s e
    -- any nonzero coefficient would allow the determinants to merge
    refine ⟨by_contra fun hp => hno (merge_of_relation hp e),
      by_contra fun hq => hno ?_, by_contra fun hr => hno ?_, by_contra fun hs => hno ?_⟩
    · have e' : q • b + (-p) • (-a) + r • c + s • d = 0 := by
        linear_combination (norm := module) e
      rw [slater_turn a b]
      exact merge_of_relation hq e'
    · have e' : r • c + s • d + p • a + q • b = 0 := by
        linear_combination (norm := module) e
      rw [add_comm]
      exact merge_of_relation hr e'
    · have e' : s • d + (-r) • (-c) + p • a + q • b = 0 := by
        linear_combination (norm := module) e
      rw [add_comm, slater_turn c d]
      exact merge_of_relation hs e'
```

In a configuration expansion the determinants carry weights. Let x and y now be nonzero complex numbers. Each weight can be absorbed into an orbital:

xD(a,b) + yD(c,d) = D(xa,b) + D(yc,d).

The rescaling preserves independence, because

p a + q b + r c + s d = (p/x)(xa) + q b + (r/y)(yc) + s d,

and p/x and r/y vanish exactly when p and r do. The weights must be nonzero because with y = 0, for example, the state is the single determinant D(xa,b) whatever c and d are.

```lean
/-- A superposition of two determinants with nonzero weights is a single determinant if and
only if the four orbitals are linearly dependent. -/
theorem weighted_merge_iff (a b c d : n → ℂ) {x y : ℂ} (hx : x ≠ 0) (hy : y ≠ 0) :
    (∃ u v, x • slater a b + y • slater c d = slater u v) ↔
      ¬ LinearIndependent ℂ ![a, b, c, d] := by
  -- absorb each weight into one orbital
  have e : x • slater a b + y • slater c d = slater (x • a) b + slater (y • c) d := by
    ext i j
    simp only [Matrix.add_apply, Matrix.smul_apply, slater_apply, Pi.smul_apply, smul_eq_mul]
    ring
  rw [e, merge_iff, not_iff_not, independent_four_iff, independent_four_iff]
  constructor
  · intro h p q r s k
    have hp : p / x * x = p := by field_simp
    have hr : r / y * y = r := by field_simp
    obtain ⟨h0, h1, h2, h3⟩ := h (p / x) q (r / y) s
      (by rw [smul_smul, smul_smul, hp, hr]; exact k)
    exact ⟨by simpa [hx] using h0, h1, by simpa [hy] using h2, h3⟩
  · intro h p q r s k
    obtain ⟨h0, h1, h2, h3⟩ := h (p * x) q (r * y) s
      (by rw [mul_smul, mul_smul]; exact k)
    exact ⟨by simpa [hx] using h0, h1, by simpa [hy] using h2, h3⟩
```

The criterion covers two electrons, two determinants and a finite basis, and it concerns exact dependence; it gives no error estimate for nearly dependent orbitals.

## Three spin orbitals and four

If M < 4, four vectors in ℂᴹ are always dependent, so any two determinants merge.

```lean
/-- In a space of fewer than four spin orbitals, the sum of any two two-electron determinants
is a single determinant. -/
theorem merge_of_card_lt_four (hn : Fintype.card n < 4) (a b c d : n → ℂ) :
    ∃ u v, slater a b + slater c d = slater u v := by
  rw [merge_iff]
  intro h
  have h4 := h.fintype_card_le_finrank
  simp only [Fintype.card_fin, Module.finrank_fintype_fun_eq_card] at h4
  omega
```

At M = 4 this fails. For the basis orbitals e₀, e₁, e₂, e₃, the relation

p e₀ + q e₁ + r e₂ + s e₃ = 0

reads p = q = r = s = 0 component by component. Hence D(e₀,e₁) + D(e₂,e₃), whose normalised form is half this matrix, is not a single determinant. In the minimal-basis model of H₂, e₀ and e₁ can be the two spin orbitals of the bonding orbital, and e₂ and e₃ those of the antibonding one. By the weighted criterion, a two-electron state that mixes these two closed-shell determinants with nonzero weights is then not a single determinant in any choice of orbitals.

```lean
/-- With four spin orbitals, the sum of the determinants occupying the first two and the last
two basis orbitals is not a single determinant. -/
theorem disjoint_pairs_do_not_merge :
    ¬ ∃ u v : Fin 4 → ℂ,
      slater (Pi.single 0 1) (Pi.single 1 1) + slater (Pi.single 2 1) (Pi.single 3 1)
        = slater u v := by
  intro h
  refine (merge_iff _ _ _ _).1 h ?_
  rw [independent_four_iff]
  intro p q r s e
  exact ⟨by simpa [Pi.single_apply] using congrFun e 0,
    by simpa [Pi.single_apply] using congrFun e 1,
    by simpa [Pi.single_apply] using congrFun e 2,
    by simpa [Pi.single_apply] using congrFun e 3⟩

end SlaterMerging
```

```lean
#print axioms SlaterMerging.merge_iff
#print axioms SlaterMerging.weighted_merge_iff
#print axioms SlaterMerging.merge_of_card_lt_four
#print axioms SlaterMerging.disjoint_pairs_do_not_merge
```

```
'SlaterMerging.merge_iff' depends on axioms: [propext, Classical.choice, Quot.sound]
'SlaterMerging.weighted_merge_iff' depends on axioms: [propext, Classical.choice, Quot.sound]
'SlaterMerging.merge_of_card_lt_four' depends on axioms: [propext, Classical.choice, Quot.sound]
'SlaterMerging.disjoint_pairs_do_not_merge' depends on axioms: [propext, Classical.choice, Quot.sound]
```
